# A finite product of continuous factors with positive real part, real at t = 0, has exactly one continuous square root that starts positive: the product of the principal roots

If I multiply all the factors under the square root of a vibronic correlation function and then take the principal root, the result can change sign abruptly at some time. The Fourier transform of that signal is not the spectrum I wanted. Taking the principal root of each factor first and multiplying afterwards seems to cure this, provided that each factor z_i(t) is continuous, has positive real part at all times and is real at t = 0. Is that product really the only continuous root with a positive initial value? I would like to see the argument made rigorous and checked by machine.

## Each factor stays away from the cut

Yes, those conditions are sufficient. Write I for the imaginary unit, keep i for the index of a factor, and let √z be the principal root, whose phase is half the phase of z taken in (−π, π]. For z = r exp(Iθ) with r > 0,

√z = √r exp(Iθ/2), −π/2 < θ/2 ≤ π/2.

So (√z)² = z and Re √z ≥ 0; both also hold for z = 0, where √0 = 0. Now let Re z > 0 and write √z = a + Ib. The real part of (√z)² = z gives

a² − b² = Re z > 0.

Since a ≥ 0, this means |b| < a: the root lies strictly within 45 degrees of the positive real axis, and in particular it is not zero.

One more fact settles signs. If u² = v², then u = v or u = −v. If also Re u > 0 and Re v ≥ 0, the second case would give Re u ≤ 0, so u = v.

Define the candidate

G(t) = ∏_i √z_i(t).

It is continuous, because the principal root is continuous on the right half-plane, where every z_i(t) stays. Its square is ∏_i z_i(t), and it never vanishes. At t = 0 each z_i(0) is a positive real number, so each root is the ordinary positive one and G(0) > 0. Hence G meets all the requirements.

Let g be any other continuous function with g(t)² = ∏_i z_i(t) and g(0) > 0. Then g(0)² = G(0)² with both values positive, so g(0) = G(0). The ratio

s(t) = g(t)/G(t)

is continuous and satisfies s(t)² = 1. It takes only the values 1 and −1, so it is constant on the real line. Since s(0) = 1, g = G.

## The inverse root in the correlation function

The integral of the Gaussian exp(−zx²) over one vibrational coordinate x is proportional to 1/√z. Suppose that the prefactor C(t) of the correlation function is a product of such integrals, with positive constant factors left out. Then C is continuous, C(0) > 0, and

C(t)² = ∏_i 1/z_i(t).

The inverses satisfy the same conditions: they are continuous because z_i(t) is never zero, Re(1/z) = Re z/|z|² > 0, and 1/z_i(0) is real. Moreover √(1/z) = 1/√z, since both sides square to 1/z and both have positive real part. The result above therefore gives

C(t) = ∏_i 1/√z_i(t).

The same kind of root, multiplied by a phase, appears for one harmonic mode that starts in its vibrational ground state and whose frequency changes from ω to ω′. With time evolution exp(−IHt/ħ), where H is the vibrational Hamiltonian with frequency ω′, its prefactor is, up to a positive constant, exp(−Iω′t/2)/√z(t), where z(t) = 1 − q² exp(−2Iω′t) and q = (ω − ω′)/(ω + ω′). Since |q| < 1, this z(t) meets all the conditions. For the theorem to apply, the zero-point phase exp(−Iω′t/2) has to stay outside the root. Moved inside, it turns the factor into exp(Iω′t) z(t), whose real part (1 − q²) cos ω′t changes sign.

## Two factors hide the error, three can reveal it

The mistake is to replace ∏_i √z_i by the principal root of the whole product. A test with two factors will not expose it. If √z = a + Ib and √w = c + Id, with |b| < a and |d| < c, then

Re(√z √w) = ac − bd > 0,

and so √(zw) = √z √w.

With three factors 1 + It the replacement fails. Suppose that the principal root of (1 + It)³ were continuous. It equals 1 at t = 0, so by uniqueness it would be (√(1 + It))³ at all times. Take t = 2 and write √(1 + 2I) = a + Ib. Then

a² − b² = 1, ab = 1, a > 0, b > 0,

Re (a + Ib)³ = Re[(1 + 2I)(a + Ib)] = a − 2b.

If a ≥ 2b, multiplying by a gives a² ≥ 2, and multiplying by b gives b² ≤ 1/2, so a² − b² ≥ 3/2, a contradiction. Hence a − 2b < 0, whereas a principal root never has negative real part.

## What the Lean statements say

`principalRoot z` is the complex power `z ^ (2⁻¹ : ℂ)`. The structure `IsPositiveBranch f g` says that `g` is continuous, that `g t ^ 2 = f t` at every real time, and that `g 0` has positive real part and zero imaginary part.

In `isPositiveBranch_iff`, the finite type `ι` labels the factors and `z i t` is factor i at time t. The hypotheses `hc`, `hre` and `h0` are continuity, positive real part at all times, and reality at time zero. The conclusion is an equivalence: `g` is such a branch of the product if and only if it is the product of the principal roots. Read from right to left, it says that this product qualifies; read from left to right, that nothing else does. With no factors, both products are 1. `prefactor_iff` is the corresponding equivalence for the inverses.

If z_i is the coefficient in a Gaussian integral as above, `hre` is the condition for that integral to converge absolutely, and `h0` says that the coefficient is real at time zero. Both are assumed. The file does not derive the z_i from a Hamiltonian or obtain them by factorising a determinant, and it excludes signals in which a real part reaches zero. The exponential part of the correlation function and the Herzberg–Teller polynomial are not modelled either. For a harmonic vibronic calculation whose prefactor, apart from the zero-point phase, is a product of finitely many inverse roots of this kind, the theorem fixes the sign at each time without tracking the phase from earlier time steps.

```lean
import Mathlib

open Complex

namespace CorrelationBranch

noncomputable section

/-- The principal square root of a complex number. -/
def principalRoot (z : ℂ) : ℂ := z ^ (2⁻¹ : ℂ)

/-- A continuous square root `g` of the time-dependent function `f` whose value at time zero
is real and positive. -/
structure IsPositiveBranch (f g : ℝ → ℂ) : Prop where
  continuous : Continuous g
  sq_eq : ∀ t, g t ^ 2 = f t
  re_pos : 0 < (g 0).re
  im_zero : (g 0).im = 0

/-- The principal root squares to the original number. -/
theorem principalRoot_sq (z : ℂ) : principalRoot z ^ 2 = z := by
  have h := Complex.cpow_nat_inv_pow z (two_ne_zero : (2 : ℕ) ≠ 0)
  unfold principalRoot
  exact_mod_cast h

/-- The principal root never has a negative real part. -/
theorem principalRoot_re_nonneg (z : ℂ) : 0 ≤ (principalRoot z).re := by
  by_cases hz : z = 0
  · subst hz
    simp [principalRoot]
  · -- the phase of the root is half the phase of `z`
    have e : Complex.log z * (2⁻¹ : ℂ) = Complex.log z * ((1 / 2 : ℝ) : ℂ) := by
      push_cast
      ring
    unfold principalRoot
    rw [Complex.cpow_def_of_ne_zero hz, e, Complex.exp_re, Complex.im_mul_ofReal,
      Complex.log_im]
    have h1 := Complex.neg_pi_lt_arg z
    have h2 := Complex.arg_le_pi z
    exact mul_nonneg (Real.exp_pos _).le
      (Real.cos_nonneg_of_neg_pi_div_two_le_of_le (by linarith) (by linarith))

/-- Two numbers with the same square coincide if one has positive and the other nonnegative
real part. -/
theorem eq_of_sq_eq_of_re {a b : ℂ} (h : a ^ 2 = b ^ 2) (ha : 0 < a.re) (hb : 0 ≤ b.re) :
    a = b := by
  rcases eq_or_eq_neg_of_sq_eq_sq a b h with h | h
  · exact h
  · have h' := congrArg Complex.re h
    rw [Complex.neg_re] at h'
    linarith

/-- The principal root of a number with positive real part lies strictly within 45 degrees of
the positive real axis. -/
theorem abs_im_lt_re {z : ℂ} (hz : 0 < z.re) :
    |(principalRoot z).im| < (principalRoot z).re := by
  have h := congrArg Complex.re (principalRoot_sq z)
  rw [pow_two, Complex.mul_re] at h
  exact abs_lt_of_sq_lt_sq (by nlinarith) (principalRoot_re_nonneg z)

/-- For two factors with positive real parts, the principal root of the product is the product
of the principal roots. -/
theorem principalRoot_mul {z w : ℂ} (hz : 0 < z.re) (hw : 0 < w.re) :
    principalRoot (z * w) = principalRoot z * principalRoot w := by
  symm
  apply eq_of_sq_eq_of_re _ _ (principalRoot_re_nonneg _)
  · rw [mul_pow, principalRoot_sq, principalRoot_sq, principalRoot_sq]
  · -- two phases below 45 degrees add up to less than 90 degrees
    obtain ⟨h1, h2⟩ := abs_lt.1 (abs_im_lt_re hz)
    obtain ⟨h3, h4⟩ := abs_lt.1 (abs_im_lt_re hw)
    rw [Complex.mul_re]
    nlinarith [mul_pos (sub_pos.2 h2) (neg_lt_iff_pos_add.1 h3),
      mul_pos (neg_lt_iff_pos_add.1 h1) (sub_pos.2 h4)]

/-- On positive real numbers the principal root is the ordinary real square root. -/
theorem principalRoot_of_pos {z : ℂ} (hz : 0 < z.re) (h0 : z.im = 0) :
    principalRoot z = (Real.sqrt z.re : ℂ) := by
  symm
  apply eq_of_sq_eq_of_re _ _ (principalRoot_re_nonneg _)
  · rw [principalRoot_sq, ← Complex.ofReal_pow, Real.sq_sqrt hz.le]
    exact Complex.ext (by simp) (by simp [h0])
  · rw [Complex.ofReal_re]
    exact Real.sqrt_pos.2 hz

/-- For continuous factors with positive real parts that are real at time zero, the continuous
square root of their product that starts at a positive value is exactly the product of the
principal roots. -/
theorem isPositiveBranch_iff {ι : Type*} [Fintype ι] {z : ι → ℝ → ℂ}
    (hc : ∀ i, Continuous (z i)) (hre : ∀ i t, 0 < (z i t).re)
    (h0 : ∀ i, (z i 0).im = 0) (g : ℝ → ℂ) :
    IsPositiveBranch (fun t => ∏ i, z i t) g ↔
      g = fun t => ∏ i, principalRoot (z i t) := by
  have hcont : Continuous (fun t => ∏ i, principalRoot (z i t)) := by
    refine continuous_finsetProd _ (fun i _ => ?_)
    show Continuous (fun t => z i t ^ (2⁻¹ : ℂ))
    exact (hc i).cpow continuous_const
      (fun t => Complex.mem_slitPlane_iff.2 (Or.inl (hre i t)))
  have hsq : ∀ t, (∏ i, principalRoot (z i t)) ^ 2 = ∏ i, z i t := by
    intro t
    rw [← Finset.prod_pow]
    simp only [principalRoot_sq]
  -- at time zero every factor is a positive real number
  have hinit : ∏ i, principalRoot (z i 0) = ((∏ i, Real.sqrt (z i 0).re : ℝ) : ℂ) := by
    rw [Complex.ofReal_prod]
    exact Finset.prod_congr rfl (fun i _ => principalRoot_of_pos (hre i 0) (h0 i))
  have hpos : 0 < ∏ i, Real.sqrt (z i 0).re :=
    Finset.prod_pos (fun i _ => Real.sqrt_pos.2 (hre i 0))
  constructor
  · intro hg
    have hstart : g 0 = ∏ i, principalRoot (z i 0) := by
      apply eq_of_sq_eq_of_re _ hg.re_pos
      · rw [hinit, Complex.ofReal_re]
        exact hpos.le
      · rw [hg.sq_eq, hsq]
    have hne : ∀ t, ∏ i, principalRoot (z i t) ≠ 0 := by
      intro t
      refine Finset.prod_ne_zero_iff.2 (fun i _ h => ?_)
      have h' := abs_im_lt_re (hre i t)
      simp [h] at h'
    -- the sign cannot jump on the connected time axis
    have heq : Set.EqOn g (fun t => ∏ i, principalRoot (z i t)) Set.univ := by
      refine isPreconnected_univ.eq_of_sq_eq hg.continuous.continuousOn hcont.continuousOn
        (fun t _ => ?_) (fun {t} _ => hne t) (Set.mem_univ (0 : ℝ)) hstart
      show g t ^ 2 = (∏ i, principalRoot (z i t)) ^ 2
      rw [hg.sq_eq, hsq]
    exact funext (fun t => heq (Set.mem_univ t))
  · rintro rfl
    refine ⟨hcont, hsq, ?_, ?_⟩
    · show 0 < (∏ i, principalRoot (z i 0)).re
      rw [hinit, Complex.ofReal_re]
      exact hpos
    · show (∏ i, principalRoot (z i 0)).im = 0
      rw [hinit, Complex.ofReal_im]

/-- Under the same conditions, the continuous inverse-square-root prefactor with positive
initial value is exactly the product of the inverse principal roots. -/
theorem prefactor_iff {ι : Type*} [Fintype ι] {z : ι → ℝ → ℂ}
    (hc : ∀ i, Continuous (z i)) (hre : ∀ i t, 0 < (z i t).re)
    (h0 : ∀ i, (z i 0).im = 0) (C : ℝ → ℂ) :
    IsPositiveBranch (fun t => ∏ i, (z i t)⁻¹) C ↔
      C = fun t => ∏ i, (principalRoot (z i t))⁻¹ := by
  have hne : ∀ i t, z i t ≠ 0 := by
    intro i t h
    have h' := hre i t
    simp [h] at h'
  have hinv : ∀ w : ℂ, w ≠ 0 → 0 < w.re → 0 < (w⁻¹).re := by
    intro w hw h
    rw [Complex.inv_re]
    exact div_pos h (Complex.normSq_pos.2 hw)
  have key : ∀ i t, principalRoot ((z i t)⁻¹) = (principalRoot (z i t))⁻¹ := by
    intro i t
    symm
    apply eq_of_sq_eq_of_re _ _ (principalRoot_re_nonneg _)
    · rw [inv_pow, principalRoot_sq, principalRoot_sq]
    · have hr := (abs_nonneg _).trans_lt (abs_im_lt_re (hre i t))
      refine hinv _ (fun h => ?_) hr
      simp [h] at hr
  have main := isPositiveBranch_iff (z := fun i t => (z i t)⁻¹)
    (fun i => (hc i).inv₀ (hne i)) (fun i t => hinv _ (hne i t) (hre i t))
    (fun i => by simp [Complex.inv_im, h0 i]) C
  simpa only [key] using main

/-- For three equal factors `1 + i t`, the principal root of the whole product is not a
continuous function of time. -/
theorem three_factors_not_continuous :
    ¬ Continuous (fun t : ℝ => principalRoot ((1 + (t : ℂ) * I) ^ 3)) := by
  intro hcont
  have hb : IsPositiveBranch (fun t : ℝ => ∏ _i : Fin 3, (1 + (t : ℂ) * I))
      (fun t : ℝ => principalRoot ((1 + (t : ℂ) * I) ^ 3)) := by
    refine ⟨hcont, fun t => ?_, ?_, ?_⟩
    · simp only [principalRoot_sq, Finset.prod_const, Finset.card_univ, Fintype.card_fin]
    · simp [principalRoot]
    · simp [principalRoot]
  have e := congrFun ((isPositiveBranch_iff (z := fun (_ : Fin 3) (t : ℝ) => 1 + (t : ℂ) * I)
    (fun _ => by fun_prop) (fun _ t => by simp) (fun _ => by simp) _).1 hb) 2
  simp only [Finset.prod_const, Finset.card_univ, Fintype.card_fin] at e
  -- at `t = 2` the continuous branch has entered the left half-plane
  have key : ∀ w : ℂ, w ^ 2 = 1 + ((2 : ℝ) : ℂ) * I → 0 < w.re → (w ^ 3).re < 0 := by
    intro w hw hp
    have h1 := congrArg Complex.re hw
    have h2 := congrArg Complex.im hw
    simp [pow_two] at h1 h2
    have h3 : (w ^ 3).re = w.re - 2 * w.im := by
      have h : w ^ 3 = w ^ 2 * w := by ring
      rw [h, hw]
      simp
    have him : 0 < w.im := by
      by_contra h
      nlinarith [mul_nonneg hp.le (neg_nonneg.2 (not_lt.1 h))]
    rw [h3]
    by_contra h
    nlinarith [mul_nonneg hp.le (not_lt.1 h), mul_nonneg him.le (not_lt.1 h)]
  have hneg := key _ (principalRoot_sq _)
    ((abs_nonneg _).trans_lt (abs_im_lt_re (by simp)))
  rw [← e] at hneg
  exact not_lt_of_ge (principalRoot_re_nonneg _) hneg

end

end CorrelationBranch
```

```lean
#print axioms CorrelationBranch.principalRoot_mul
-- 'CorrelationBranch.principalRoot_mul' depends on axioms: [propext, Classical.choice, Quot.sound]
#print axioms CorrelationBranch.isPositiveBranch_iff
-- 'CorrelationBranch.isPositiveBranch_iff' depends on axioms: [propext, Classical.choice, Quot.sound]
#print axioms CorrelationBranch.prefactor_iff
-- 'CorrelationBranch.prefactor_iff' depends on axioms: [propext, Classical.choice, Quot.sound]
#print axioms CorrelationBranch.three_factors_not_continuous
-- 'CorrelationBranch.three_factors_not_continuous' depends on axioms: [propext, Classical.choice, Quot.sound]
```

## How the proof follows the argument

`principalRoot_sq` obtains the square from Mathlib's rule for complex powers. `principalRoot_re_nonneg` treats zero separately and otherwise writes the root as an exponential, so that its real part is a positive number times the cosine of half the phase. `eq_of_sq_eq_of_re` is the sign comparison of u and v. `abs_im_lt_re` is the 45-degree bound, read off from the real part of the squared root.

`principalRoot_mul` proves the two-factor rule. For ac − bd > 0, `nlinarith` receives the positive products (a − b)(c + d) and (a + b)(c − d), whose sum is 2(ac − bd). `principalRoot_of_pos` identifies the root of a positive real number with the real square root, again by the sign comparison.

Inside `isPositiveBranch_iff`, `hcont` and `hsq` give the continuity and the square of G, while `hinit` and `hpos` show that G(0) is a positive real number. These facts prove the right-to-left direction. For the other direction, `hstart` matches the initial values and `hne` shows that G never vanishes. The Mathlib lemma `isPreconnected_univ.eq_of_sq_eq` then does the work of the ratio s(t): two continuous functions with equal squares, the second never zero, agree on a connected set if they agree at one point.

`prefactor_iff` applies this theorem to the inverses, and its `key` step is √(1/z) = 1/√z. `three_factors_not_continuous` assumes continuity, builds the branch `hb`, and evaluates the resulting equality at t = 2. There its own `key` step supplies the negative real part, which contradicts `principalRoot_re_nonneg`.
